# The geometric mean of positive, unequal principal dielectric constants is strictly below their arithmetic mean

The theorem `geomMean_lt_arithMean` concerns principal dielectric constants of the form e(1 + t dᵢ) on a finite, nonempty set of axes, where e is positive and the anisotropy pattern d sums to zero. If t is nonzero, d is not identically zero and every 1 + t dᵢ is positive, it states that the geometric mean of the constants is strictly less than their arithmetic mean. The proof sums the bound log(1 + x) ≤ x over the axes, with strict inequality on an axis where dᵢ is nonzero, and so finds that the mean of log(1 + t dᵢ) is negative. Earlier lemmas give the arithmetic mean as e and the geometric mean as e times the exponential of that mean logarithm, so it remains to show that this exponential is less than 1.

This version doesn't compile in Lean 4 with Mathlib:

```lean
import Mathlib

open Filter Topology

namespace GeomMeanLtArithMean

noncomputable section

variable {ι : Type*} [Fintype ι]

/-- Principal dielectric constants `e (1 + t dᵢ)`: mean scale `e`, anisotropy pattern `d`,
anisotropy strength `t`. -/
def principal (e : ℝ) (d : ι → ℝ) (t : ℝ) (i : ι) : ℝ := e * (1 + t * d i)

/-- Arithmetic mean of the dielectric constants over a nonempty set of principal axes. -/
def arithMean (ε : ι → ℝ) : ℝ := (∑ i, ε i) / (Fintype.card ι : ℝ)

/-- Geometric mean of positive dielectric constants over a nonempty set of principal axes. -/
def geomMean (ε : ι → ℝ) : ℝ := (∏ i, ε i) ^ (1 / (Fintype.card ι : ℝ))

/-- Mean over a nonempty set of axes of `log (1 + t dᵢ)`, for `1 + t dᵢ` positive. -/
def meanLog (d : ι → ℝ) (t : ℝ) : ℝ :=
  (∑ i, Real.log (1 + t * d i)) / (Fintype.card ι : ℝ)

/-- For a traceless anisotropy pattern on at least one axis, the arithmetic mean of the principal
constants is `e`. -/
theorem arithMean_principal [Nonempty ι] {d : ι → ℝ} (hd : ∑ i, d i = 0) (e t : ℝ) :
    arithMean (principal e d t) = e := by
  have hn : (Fintype.card ι : ℝ) ≠ 0 := Nat.cast_ne_zero.2 Fintype.card_ne_zero
  simp only [arithMean, principal]
  rw [← Finset.mul_sum, Finset.sum_add_distrib, ← Finset.mul_sum, hd, mul_zero, add_zero,
    Finset.sum_const, Finset.card_univ, nsmul_eq_mul, mul_one]
  exact mul_div_cancel_right₀ e hn

/-- For positive principal constants on at least one axis, with `e > 0`, the geometric mean is `e`
times the exponential of the mean logarithm. -/
theorem geomMean_principal [Nonempty ι] {e t : ℝ} {d : ι → ℝ} (he : 0 < e)
    (h : ∀ i, 0 < 1 + t * d i) :
    geomMean (principal e d t) = e * Real.exp (meanLog d t) := by
  have hn : (Fintype.card ι : ℝ) ≠ 0 := Nat.cast_ne_zero.2 Fintype.card_ne_zero
  have h1 : ∏ i, e * (1 + t * d i)
      = Real.exp (∑ i, (Real.log e + Real.log (1 + t * d i))) := by
    rw [Real.exp_sum]
    refine Finset.prod_congr rfl fun i _ => ?_
    rw [Real.exp_add, Real.exp_log he, Real.exp_log (h i)]
  simp only [geomMean, principal]
  rw [h1, ← Real.exp_mul, Finset.sum_add_distrib, Finset.sum_const, Finset.card_univ,
    nsmul_eq_mul, add_mul, mul_one_div, mul_one_div, mul_div_cancel_left₀ _ hn,
    Real.exp_add, Real.exp_log he, meanLog]

/-- At any nonzero anisotropy `t` with a nonzero traceless pattern, `e > 0` and all principal
constants positive, the geometric mean lies strictly below the arithmetic mean. -/
theorem geomMean_lt_arithMean [Nonempty ι] {e t : ℝ} {d : ι → ℝ} (he : 0 < e)
    (hd : ∑ i, d i = 0) (hpos : ∀ i, 0 < 1 + t * d i) (ht : t ≠ 0) (hne : ∃ j, d j ≠ 0) :
    geomMean (principal e d t) < arithMean (principal e d t) := by
  obtain ⟨j, hj⟩ := hne
  have hn : (0 : ℝ) < Fintype.card ι := Nat.cast_pos.2 Fintype.card_pos
  -- `log (1 + x) ≤ x`, strictly on the axis `j`
  have hsum : ∑ i, Real.log (1 + t * d i) < ∑ i, t * d i := by
    refine Finset.sum_lt_sum (fun i _ => ?_) ⟨j, Finset.mem_univ j, ?_⟩
    · linarith [Real.log_le_sub_one_of_pos (hpos i)]
    · have hx : 1 + t * d j ≠ 1 := fun h => mul_ne_zero ht hj (by linarith)
      linarith [Real.log_lt_sub_one_of_pos (hpos j) hx]
  rw [← Finset.mul_sum, hd, mul_zero] at hsum
  have hL : meanLog d t < 0 := div_neg_of_neg_of_pos hsum hn
  rw [arithMean_principal hd, geomMean_principal he hpos]
  exact mul_lt_of_lt_one_right he (Real.exp_lt_one hL)

end

end GeomMeanLtArithMean
```

Lean reports:

```
Main.lean:67:35: error(lean.unknownIdentifier): Unknown constant `Real.exp_lt_one`
```

Diagnosis. The message `Unknown constant` means that Lean found no declaration called `Real.exp_lt_one` in the Mathlib it was using. The name occurs in the last line of the proof, where `mul_lt_of_lt_one_right he` needs a proof that `Real.exp (meanLog d t)` is less than 1. The hypothesis `hL`, which says that `meanLog d t` is negative, is the right one for this, but the lemma meant to turn it into the bound on the exponential could not be found under that name.

The repair uses `Real.exp_lt_one_iff`, which states an equivalence: the exponential of a real number is less than 1 exactly when the number is negative. Because this is an equivalence and not an implication, it cannot be applied directly to `hL`. The suffix `.2` selects the direction from right to left, which takes `hL` and returns the inequality needed. The rest of the proof is unchanged.

Fix (accepted with no message):

```diff
@@ -65,5 +65,5 @@
   have hL : meanLog d t < 0 := div_neg_of_neg_of_pos hsum hn
   rw [arithMean_principal hd, geomMean_principal he hpos]
-  exact mul_lt_of_lt_one_right he (Real.exp_lt_one hL)
+  exact mul_lt_of_lt_one_right he (Real.exp_lt_one_iff.2 hL)
 
 end
```
